# The inner product of two real expansions in a finite, possibly non-orthogonal set of functions is aᵀSb

Two functions are expanded with real coefficients `a` and `b` in the same finite family `χ` of vectors in a real inner product space, and `dotProduct_overlap` states that their inner product is aᵀSb, where S is the overlap matrix with entries ⟨χᵢ, χⱼ⟩. The family need not be orthogonal, normalised or even linearly independent, and the expanded functions need not be normalised either. The attempt unfolds both sides into double sums, matches them term by term with `Finset.sum_congr`, and leaves each pair of terms to `ring`.

This version doesn't compile in Lean 4 with Mathlib:

```lean
import Mathlib

open Matrix

namespace DotProductOverlap

noncomputable section

variable {E F ι κ : Type*} [NormedAddCommGroup E] [InnerProductSpace ℝ E]
  [NormedAddCommGroup F] [InnerProductSpace ℝ F] [Fintype ι]

/-- The function `∑ i, c i • χ i` with expansion coefficients `c` in the basis `χ`. -/
def expand (χ : ι → E) (c : ι → ℝ) : E := ∑ i, c i • χ i

/-- The overlap matrix `S i j = ⟨χ i, χ j⟩`. -/
def overlap (χ : ι → E) : Matrix ι ι ℝ := Matrix.of fun i j => inner ℝ (χ i) (χ j)

/-- The overlap matrix between two coefficient vectors gives the inner product of the two
expanded functions. -/
theorem dotProduct_overlap (χ : ι → E) (a b : ι → ℝ) :
    a ⬝ᵥ overlap χ *ᵥ b = inner ℝ (expand χ a) (expand χ b) := by
  simp only [expand, overlap, dotProduct, Matrix.mulVec, Matrix.of_apply, sum_inner, inner_sum,
    real_inner_smul_left, real_inner_smul_right, Finset.mul_sum]
  refine Finset.sum_congr rfl fun i _ => Finset.sum_congr rfl fun j _ => ?_
  ring

end

end DotProductOverlap
```

Messages:

```
Try this:
  [apply] ring_nf
  
  The `ring` tactic failed to close the goal. Use `ring_nf` to obtain a normal form.
    
  Note that `ring` works primarily in *commutative* rings. If you have a noncommutative ring, abelian group or module, consider using `noncomm_ring`, `abel` or `module` instead.
Main.lean:21:63: error: unsolved goals
E : Type u_1
ι : Type u_3
inst✝² : NormedAddCommGroup E
inst✝¹ : InnerProductSpace ℝ E
inst✝ : Fintype ι
χ : ι → E
a b : ι → ℝ
i : ι
x✝¹ : i ∈ Finset.univ
j : ι
x✝ : j ∈ Finset.univ
⊢ a i * inner ℝ (χ i) (χ j) * b j = b i * a j * inner ℝ (χ j) (χ i)
```

The change, after which it compiles:

```diff
@@ -22,4 +22,5 @@
   simp only [expand, overlap, dotProduct, Matrix.mulVec, Matrix.of_apply, sum_inner, inner_sum,
     real_inner_smul_left, real_inner_smul_right, Finset.mul_sum]
+  rw [Finset.sum_comm]
   refine Finset.sum_congr rfl fun i _ => Finset.sum_congr rfl fun j _ => ?_
   ring
```

Diagnosis. The first message says that `ring` could not close the goal, and the error shows what was left: `a i * inner ℝ (χ i) (χ j) * b j` on the left, `b i * a j * inner ℝ (χ j) (χ i)` on the right. These are not equal in general, since one has the coefficients `a i` and `b j`, the other `a j` and `b i`.

The double sums themselves are equal, but `simp only` left them nested in opposite orders. On the left the outer index belongs to `a`, on the right to `b`. The two uses of `Finset.sum_congr` pair outer index with outer and inner with inner, so they ask for an equality of terms that doesn't hold.

The added `rw [Finset.sum_comm]` exchanges the order of summation on one side before the terms are matched. The paired terms then contain the same coefficients and the same inner product, and differ only in the order and grouping of the factors, which `ring` can settle.
